# The quantum virial theorem for homogeneous potentials on an invariant domain

Let $H=T+V$ be a symmetric Hamiltonian with $T=\tfrac12\sum_i p_i^2$, and let $V$ be homogeneous of real degree $k$, in the sense that $[D,V]=-ikV$ for $D=\sum_i x_ip_i$. If $Hv=Ev$ with $E$ real, then

$$2\langle v,Tv\rangle = k\,\langle v,Vv\rangle .$$

Here $x_i$ and $p_i$ are canonical positions and momenta, with $\hbar=1$ and unit masses, and all operators map one complex inner-product space $W$ into itself. As a subscript, $i$ runs over a finite set `ι`; for several electrons it labels every Cartesian coordinate of every electron. As a factor, $i$ is the imaginary unit.

```lean
import Mathlib

open Complex (I)
open MvPolynomial (X pderiv)
open scoped InnerProductSpace

namespace QuantumVirial

noncomputable section

variable {ι α W : Type*} [Fintype ι] [DecidableEq ι] [Fintype α]

section Algebra

variable [AddCommGroup W] [Module ℂ W]
```

## Canonical operators and the generator of dilations

The operators are elements of `Module.End ℂ W`, the linear maps from $W$ to $W$, and their product is composition. They need not be bounded, and $W$ need not be complete, so $W$ plays the part of a common invariant domain inside a Hilbert space. The relations assumed are

$$[x_i,p_j]=i\delta_{ij},\qquad [p_i,p_j]=0 .$$

Commuting positions are not required.

```lean
/-- Positions and momenta with `[x_i, p_j] = i δ_ij` and mutually commuting momenta
(in units with `ħ = 1`). -/
structure CanonicalPair (x p : ι → Module.End ℂ W) : Prop where
  xp : ∀ i j, x i * p j - p j * x i = if i = j then I • (1 : Module.End ℂ W) else 0
  pp : ∀ i j, p i * p j = p j * p i
```

The kinetic energy is $T=\tfrac12\sum_i p_i^2$.

```lean
/-- The kinetic energy `T = ½ ∑ p_i²` for unit masses. -/
def kinetic (p : ι → Module.End ℂ W) : Module.End ℂ W :=
  (1 / 2 : ℂ) • ∑ i, p i * p i
```

The operator $D=\sum_i x_ip_i$ generates dilations, up to an additive constant that depends on the ordering of $x_i$ and $p_i$ and drops out of every commutator.

```lean
/-- The dilation operator `D = ∑ x_i p_i`. -/
def dilation (x p : ι → Module.End ℂ W) : Module.End ℂ W :=
  ∑ i, x i * p i
```

## How the kinetic energy scales

For each $j$, the product rule for commutators gives

$$[x_i,p_j^2]=[x_i,p_j]\,p_j+p_j\,[x_i,p_j]=2i\,\delta_{ij}\,p_j .$$

Summing over $j$ with the factor $\tfrac12$ leaves $[x_i,T]=ip_i$. In the proof, `noncomm_ring` checks the product rule and `Finset.sum_ite_eq` collapses the sum to the term $j=i$.

```lean
/-- The commutator of a position with the kinetic energy is `[x_i, T] = i p_i`. -/
theorem position_kinetic {x p : ι → Module.End ℂ W} (h : CanonicalPair x p) (i : ι) :
    x i * kinetic p - kinetic p * x i = I • p i := by
  have hj : ∀ j, x i * (p j * p j) - p j * p j * x i
      = if i = j then (2 * I) • p j else 0 := by
    intro j
    have e : x i * (p j * p j) - p j * p j * x i
        = (x i * p j - p j * x i) * p j + p j * (x i * p j - p j * x i) := by
      noncomm_ring
    rw [e, h.xp]
    split_ifs
    · rw [smul_mul_assoc, mul_smul_comm, one_mul, mul_one]
      module
    · simp
  simp only [kinetic, mul_smul_comm, smul_mul_assoc, Finset.mul_sum, Finset.sum_mul]
  rw [← smul_sub, ← Finset.sum_sub_distrib]
  simp only [hj, Finset.sum_ite_eq, Finset.mem_univ, if_true]
  module
```

Since the momenta commute with one another, they commute with $T$. Hence

$$[D,T]=\sum_i\bigl(x_ip_iT-Tx_ip_i\bigr)=\sum_i[x_i,T]\,p_i=i\sum_i p_i^2=2iT .$$

The step `hpT` moves $p_i$ past $T$, and `hi` evaluates one term of the sum.

```lean
/-- The kinetic energy scales under dilations as `[D, T] = 2i T`. -/
theorem dilation_kinetic {x p : ι → Module.End ℂ W} (h : CanonicalPair x p) :
    dilation x p * kinetic p - kinetic p * dilation x p = (2 * I) • kinetic p := by
  -- the momenta commute with the kinetic energy
  have hpT : ∀ i, p i * kinetic p = kinetic p * p i := by
    intro i
    simp only [kinetic, mul_smul_comm, smul_mul_assoc, Finset.mul_sum, Finset.sum_mul]
    congr 1
    refine Finset.sum_congr rfl fun j _ => ?_
    rw [← mul_assoc, h.pp i j, mul_assoc, h.pp i j, mul_assoc]
  -- so each term of `D` contributes `[x_i, T] p_i = i p_i²`
  have hi : ∀ i, x i * p i * kinetic p - kinetic p * (x i * p i) = I • (p i * p i) := by
    intro i
    rw [mul_assoc, hpT, ← mul_assoc, ← mul_assoc, ← sub_mul, position_kinetic h,
      smul_mul_assoc]
  rw [dilation, Finset.sum_mul, Finset.mul_sum, ← Finset.sum_sub_distrib]
  simp only [hi]
  rw [← Finset.smul_sum, kinetic]
  module

end Algebra
```

## Commutators with $H$ have zero expectation in an eigenvector

The inner product is linear in its second argument. Symmetry of $H$ means $\langle Hu,w\rangle=\langle u,Hw\rangle$ for all $u,w$ in $W$. For any operator $A$ on $W$,

$$\langle v,(AH-HA)v\rangle=\langle v,A(Ev)\rangle-\langle Hv,Av\rangle=E\langle v,Av\rangle-E\langle v,Av\rangle=0 .$$

The last term uses $\bar E=E$. The chain of rewrites in the proof follows this line from left to right.

```lean
section Virial

variable [NormedAddCommGroup W] [InnerProductSpace ℂ W]

/-- In an eigenvector of a symmetric Hamiltonian, the commutator of any operator with the
Hamiltonian has zero expectation. -/
theorem hypervirial {H : Module.End ℂ W} (hH : LinearMap.IsSymmetric H) {v : W} {E : ℝ}
    (hv : H v = (E : ℂ) • v) (A : Module.End ℂ W) :
    ⟪v, (A * H - H * A) v⟫_ℂ = 0 := by
  rw [LinearMap.sub_apply, Module.End.mul_apply, Module.End.mul_apply, inner_sub_right,
    ← hH v (A v), hv, map_smul, inner_smul_left, inner_smul_right, Complex.conj_ofReal,
    sub_self]
```

## The virial balance

For a function with $V(\lambda x)=\lambda^kV(x)$ for $\lambda>0$, Euler's identity reads $\sum_i x_i\partial_iV=kV$ wherever $V$ is differentiable. With $p_i=-i\partial_i$ this becomes $[D,V]=-ikV$, which is the form in which homogeneity enters as a hypothesis.

Let the potential be a finite sum $\sum_aV_a$ with a separate real degree $k_a$ for each part. Then

$$[D,H]=2iT-i\sum_a k_aV_a .$$

Taking $A=D$ in the previous result gives

$$0=2i\langle v,Tv\rangle-i\sum_a k_a\langle v,V_av\rangle ,$$

and cancelling $i$ gives $2\langle v,Tv\rangle=\sum_ak_a\langle v,V_av\rangle$. In the proof, `hc` is the commutator and `h0` is its vanishing expectation. Only the total Hamiltonian has to be symmetric, and $v$ need not be normalised.

```lean
/-- Virial theorem for a sum of potentials `V_a`, each homogeneous of its own degree `k_a`:
in an energy eigenvector, `2⟨T⟩ = ∑ k_a ⟨V_a⟩`. -/
theorem virial_theorem_sum {x p : ι → Module.End ℂ W} (h : CanonicalPair x p)
    {V : α → Module.End ℂ W} {k : α → ℝ}
    (hV : ∀ a, dilation x p * V a - V a * dilation x p = (-(I * (k a : ℂ))) • V a)
    (hH : LinearMap.IsSymmetric (kinetic p + ∑ a, V a)) {v : W} {E : ℝ}
    (hv : (kinetic p + ∑ a, V a) v = (E : ℂ) • v) :
    2 * ⟪v, kinetic p v⟫_ℂ = ∑ a, (k a : ℂ) * ⟪v, V a v⟫_ℂ := by
  -- the commutator of `D` with the full Hamiltonian
  have hc : dilation x p * (kinetic p + ∑ a, V a) - (kinetic p + ∑ a, V a) * dilation x p
      = (2 * I) • kinetic p + ∑ a, (-(I * (k a : ℂ))) • V a := by
    rw [mul_add, add_mul, add_sub_add_comm, dilation_kinetic h, Finset.mul_sum,
      Finset.sum_mul, ← Finset.sum_sub_distrib]
    simp only [hV]
  -- its expectation vanishes
  have h0 := hypervirial hH hv (dilation x p)
  rw [hc] at h0
  simp only [LinearMap.add_apply, LinearMap.smul_apply, LinearMap.sum_apply,
    inner_add_right, inner_smul_right, inner_sum] at h0
  have hs : ∑ a, -(I * (k a : ℂ)) * ⟪v, V a v⟫_ℂ
      = -I * ∑ a, (k a : ℂ) * ⟪v, V a v⟫_ℂ := by
    rw [Finset.mul_sum]
    exact Finset.sum_congr rfl fun _ _ => by ring
  rw [hs] at h0
  apply mul_left_cancel₀ Complex.I_ne_zero
  linear_combination h0
```

A single potential is the case in which the index $a$ takes one value, supplied in Lean by the type `Unit`.

```lean
/-- Quantum virial theorem: for a potential homogeneous of degree `k`, every energy
eigenvector satisfies `2⟨T⟩ = k⟨V⟩`. -/
theorem virial_theorem {x p : ι → Module.End ℂ W} (h : CanonicalPair x p)
    {V : Module.End ℂ W} {k : ℝ}
    (hV : dilation x p * V - V * dilation x p = (-(I * (k : ℂ))) • V)
    (hH : LinearMap.IsSymmetric (kinetic p + V)) {v : W} {E : ℝ}
    (hv : (kinetic p + V) v = (E : ℂ) • v) :
    2 * ⟪v, kinetic p v⟫_ℂ = (k : ℂ) * ⟪v, V v⟫_ℂ := by
  have key := virial_theorem_sum (α := Unit) (V := fun _ => V) (k := fun _ => k) (E := E)
    (v := v) h (fun _ => hV) (by simpa using hH) (by simpa using hv)
  simpa using key
```

## Kinetic and potential shares of the energy

Let $\|v\|=1$ and write $\langle A\rangle=\langle v,Av\rangle$. The eigenvalue equation gives $\langle T\rangle+\langle V\rangle=E$. Combined with $2\langle T\rangle=k\langle V\rangle$,

$$(k+2)\langle T\rangle=k\langle V\rangle+k\langle T\rangle=kE,\qquad (k+2)\langle V\rangle=2\langle T\rangle+2\langle V\rangle=2E .$$

For $k=-2$ these equations say that $E=0$ and leave the two expectations undetermined. The two `linear_combination` calls carry out the same eliminations.

```lean
/-- In a normalised eigenvector of energy `E`, the kinetic and potential energies obey
`(k + 2)⟨T⟩ = k E` and `(k + 2)⟨V⟩ = 2 E`. -/
theorem energy_partition {x p : ι → Module.End ℂ W} (h : CanonicalPair x p)
    {V : Module.End ℂ W} {k : ℝ}
    (hV : dilation x p * V - V * dilation x p = (-(I * (k : ℂ))) • V)
    (hH : LinearMap.IsSymmetric (kinetic p + V)) {v : W} {E : ℝ}
    (hv : (kinetic p + V) v = (E : ℂ) • v) (hn : ‖v‖ = 1) :
    ((k : ℂ) + 2) * ⟪v, kinetic p v⟫_ℂ = k * E ∧ ((k : ℂ) + 2) * ⟪v, V v⟫_ℂ = 2 * E := by
  have h1 := virial_theorem h hV hH hv
  have h2 : ⟪v, kinetic p v⟫_ℂ + ⟪v, V v⟫_ℂ = E := by
    rw [← inner_add_right, ← LinearMap.add_apply, hv, inner_smul_right,
      inner_self_eq_norm_sq_to_K, hn]
    simp
  constructor
  · linear_combination h1 + (k : ℂ) * h2
  · linear_combination 2 * h2 - h1
```

For $k=-1$ the equations become $\langle T\rangle=-E$ and $\langle V\rangle=2E$. If each momentum is also symmetric, then $\langle v,p_i^2v\rangle=\langle p_iv,p_iv\rangle=\|p_iv\|^2$, and therefore

$$E=-\tfrac12\sum_i\|p_iv\|^2 .$$

The steps `hi` and `hT` express the kinetic energy through these norms.

```lean
/-- For an operator `V` with `[D, V] = i V` (degree `-1`) and symmetric momenta, a normalised
eigenvector has `E = -½ ∑ ‖p_i v‖²` and `⟨V⟩ = 2E`. -/
theorem coulomb_energy {x p : ι → Module.End ℂ W} (h : CanonicalPair x p)
    (hp : ∀ i, LinearMap.IsSymmetric (p i)) {V : Module.End ℂ W}
    (hV : dilation x p * V - V * dilation x p = I • V)
    (hH : LinearMap.IsSymmetric (kinetic p + V)) {v : W} {E : ℝ}
    (hv : (kinetic p + V) v = (E : ℂ) • v) (hn : ‖v‖ = 1) :
    E = -(1 / 2) * ∑ i, ‖p i v‖ ^ 2 ∧ ⟪v, V v⟫_ℂ = 2 * E := by
  have hV' : dilation x p * V - V * dilation x p = (-(I * ((-1 : ℝ) : ℂ))) • V := by
    rw [hV]
    simp
  obtain ⟨h1, h2⟩ := energy_partition h hV' hH hv hn
  push_cast at h1 h2
  -- the kinetic energy is a sum of squared norms
  have hi : ∀ i, ⟪v, p i (p i v)⟫_ℂ = ((‖p i v‖ ^ 2 : ℝ) : ℂ) := by
    intro i
    rw [← hp i v (p i v), inner_self_eq_norm_sq_to_K]
    simp
  have hT : ⟪v, kinetic p v⟫_ℂ = (1 / 2 : ℂ) * ((∑ i, ‖p i v‖ ^ 2 : ℝ) : ℂ) := by
    simp only [kinetic, LinearMap.smul_apply, LinearMap.sum_apply, Module.End.mul_apply,
      inner_smul_right, inner_sum, hi, Complex.ofReal_sum]
  rw [hT] at h1
  refine ⟨Complex.ofReal_injective ?_, by linear_combination h2⟩
  rw [Complex.ofReal_mul]
  have hc : ((-(1 / 2) : ℝ) : ℂ) = -(1 / 2) := by norm_num
  rw [hc]
  linear_combination h1

end Virial
```

The Coulomb energy of an atom with its nucleus fixed at the origin has degree $-1$, and the ratio $-\langle V\rangle/\langle T\rangle=2$ is a familiar check on computed atomic wavefunctions. The theorem `coulomb_energy` has the same algebra, but it does not prove this identity for hydrogen, because $V$ must map $W$ into itself. The hydrogen ground state is proportional to $e^{-r}$, and applying $1/r$ to it twice gives a function that is not square-integrable. A bound state of angular momentum $l$ behaves as $r^l$ near the nucleus, and $l+2$ applications of $1/r$ have the same effect, so none of these states lies in an invariant domain within $L^2$. Treating them requires a separate argument about domains. The harmonic oscillator, with $k=2$, does satisfy the hypotheses of `virial_theorem`, with the Schwartz functions as $W$. For a molecule with clamped nuclei, the potential is in general not homogeneous in the electronic coordinates alone.

## Polynomials satisfy the commutation relations

The algebraic hypotheses have a concrete model on complex polynomials in the variables $X_i$. Position is multiplication by $X_i$.

```lean
section Witness

/-- Position on polynomials: multiplication by the variable `X_i`. -/
def position (i : ι) : Module.End ℂ (MvPolynomial ι ℂ) := LinearMap.mulLeft ℂ (X i)
```

Momentum is $-i\,\partial/\partial X_i$.

```lean
/-- Momentum on polynomials: `-i ∂/∂X_i`. -/
def momentum (i : ι) : Module.End ℂ (MvPolynomial ι ℂ) :=
  (-I) • (pderiv i : Derivation ℂ (MvPolynomial ι ℂ) (MvPolynomial ι ℂ)).toLinearMap
```

For a polynomial $g$, the Leibniz rule gives

$$X_i(-i\partial_jg)+i\,\partial_j(X_ig)=i\delta_{ij}\,g .$$

The commutator of two partial derivatives is itself a derivation and vanishes on every variable, so it is zero and the momenta commute. If $f$ is homogeneous of degree $k$, then

$$D(fg)-f\,D(g)=-i\Bigl(\sum_iX_i\,\partial_if\Bigr)g=-ik\,fg$$

by Euler's identity, which enters the proof as `hf.sum_X_mul_pderiv`. Here $k$ is a natural number, so the model does not reach degree $-1$. It also carries no inner product, and therefore concerns the commutation relations only, not the symmetry of $H$ or the existence of eigenvectors.

```lean
/-- Position and momentum on polynomials are canonical, and multiplication by a homogeneous
polynomial `f` of degree `k` satisfies `[D, f] = -i k f`. -/
theorem polynomial_witness {f : MvPolynomial ι ℂ} {k : ℕ} (hf : f.IsHomogeneous k) :
    CanonicalPair (position (ι := ι)) momentum ∧
      dilation position momentum * LinearMap.mulLeft ℂ f
        - LinearMap.mulLeft ℂ f * dilation position momentum
        = (-(I * ((k : ℝ) : ℂ))) • LinearMap.mulLeft ℂ f := by
  refine ⟨⟨fun i j => LinearMap.ext fun g => ?_, fun i j => LinearMap.ext fun g => ?_⟩,
    LinearMap.ext fun g => ?_⟩
  · change X i * ((-I) • pderiv j g) - (-I) • pderiv j (X i * g) = _
    rw [Derivation.leibniz, MvPolynomial.pderiv_X, Pi.single_apply]
    split_ifs
    · simp only [smul_eq_mul, mul_smul_comm, mul_one, LinearMap.smul_apply,
        Module.End.one_apply]
      module
    · simp
  · -- partial derivatives commute, since they do so on the variables
    have hc : ⁅(pderiv i : Derivation ℂ (MvPolynomial ι ℂ) (MvPolynomial ι ℂ)),
        (pderiv j : Derivation ℂ (MvPolynomial ι ℂ) (MvPolynomial ι ℂ))⁆ = 0 := by
      refine MvPolynomial.derivation_ext fun l => ?_
      rw [Derivation.commutator_apply, MvPolynomial.pderiv_X, MvPolynomial.pderiv_X,
        Pi.single_apply, Pi.single_apply]
      split_ifs <;> simp
    have hg : pderiv i (pderiv j g) = pderiv j (pderiv i g) := by
      have := DFunLike.congr_fun hc g
      simpa [Derivation.commutator_apply, sub_eq_zero] using this
    change (-I) • pderiv i ((-I) • pderiv j g) = (-I) • pderiv j ((-I) • pderiv i g)
    rw [Derivation.map_smul, Derivation.map_smul, hg]
  · have hD : ∀ q : MvPolynomial ι ℂ,
        dilation position momentum q = (-I) • ∑ i, X i * pderiv i q := by
      intro q
      rw [dilation, LinearMap.sum_apply, Finset.smul_sum]
      exact Finset.sum_congr rfl fun i _ => mul_smul_comm (-I) (X i) (pderiv i q)
    have hL : ∑ i, X i * pderiv i (f * g)
        = f * ∑ i, X i * pderiv i g + (∑ i, X i * pderiv i f) * g := by
      rw [Finset.mul_sum, Finset.sum_mul, ← Finset.sum_add_distrib]
      refine Finset.sum_congr rfl fun i _ => ?_
      rw [Derivation.leibniz, smul_eq_mul, smul_eq_mul]
      ring
    change dilation position momentum (f * g) - f * dilation position momentum g
      = (-(I * ((k : ℝ) : ℂ))) • (f * g)
    -- Euler's identity for homogeneous polynomials
    rw [hD, hD, hL, hf.sum_X_mul_pderiv, mul_smul_comm, ← Nat.cast_smul_eq_nsmul ℂ,
      smul_mul_assoc, Complex.ofReal_natCast]
    module

end Witness

end

end QuantumVirial
```

```lean
#print axioms QuantumVirial.virial_theorem
-- 'QuantumVirial.virial_theorem' depends on axioms: [propext, Classical.choice, Quot.sound]
#print axioms QuantumVirial.coulomb_energy
-- 'QuantumVirial.coulomb_energy' depends on axioms: [propext, Classical.choice, Quot.sound]
```
